# With a positive definite stability matrix, ensemble RPA has exactly rank G real frequencies

In a correlated state or an ensemble, orbitals are fractionally occupied, and two of them can have equal occupations. The random-phase approximation (RPA) describes an excitation by amplitudes \(y\) on orbital pairs and determines its frequency \(w\) from

\[ N y = w\, G y . \]

Here \(N\) is the stability matrix, the second-order energy cost of a variation. The metric \(G\) comes from the commutators of the pair operators. In natural orbitals it is diagonal, with the occupation differences as entries, so a pair with equal occupations puts a zero on its diagonal. Then \(G\) has no inverse, and the equation cannot be turned into an ordinary eigenvalue problem for \(G^{-1}N\). How many frequencies remain, and are they real?

The answer below assumes that \(N\) is real, symmetric and positive definite: every nonzero variation raises the energy to second order. Whether a given ensemble satisfies this has to be established separately. In a mean-field ensemble the energy depends only on the one-body density matrix. Rotating two equally occupied orbitals into each other leaves this matrix unchanged, so \(N\) vanishes along that direction too. Such redundant pairs must be removed first. In a correlated state the same rotation can cost energy although the occupations are equal.

The orbital pairs are labelled by an arbitrary finite type `n`. The metric may be any real symmetric matrix, diagonal or not. In the usual RPA with real orbitals, each pair enters in both orders, and exchanging the two orders keeps \(N\) but reverses the sign of \(G\). The frequencies then come in pairs \(\pm w\), and the number of positive excitation frequencies is half the rank of \(G\). The count below includes both signs, and a degenerate frequency is counted with its multiplicity.

```lean
import Mathlib

open Matrix Polynomial

namespace EnsembleRPA

noncomputable section

variable {n : Type*} [Fintype n] [DecidableEq n]
```

## The secular polynomial and its modes

The frequencies are sought as zeros of

\[ p(w) = \det(N - wG), \]

where \(w\) is the frequency usually written \(\omega\). In Lean, `secular N G` is the determinant of a matrix whose entries are the polynomials \(N_{ij} - X G_{ij}\). The variable `X` stands for the frequency, and `C` turns a real number into a constant polynomial.

```lean
/-- The secular polynomial `det (N - w G)` in the frequency `w`, for a stability matrix `N`
and a metric `G`. -/
def secular (N G : Matrix n n ℝ) : ℝ[X] :=
  (N.map C - (X : ℝ[X]) • G.map C).det
```

A determinant is a sum of products of entries. Inserting a number for \(X\) before or after taking it therefore gives the same result, which is the content of `RingHom.map_det`.

```lean
/-- The value of the secular polynomial at a frequency `w` is the determinant of `N - w G`. -/
theorem eval_secular (N G : Matrix n n ℝ) (w : ℝ) :
    (secular N G).eval w = (N - w • G).det := by
  rw [secular, ← Polynomial.coe_evalRingHom, RingHom.map_det]
  congr 1
  ext i j
  simp
  ring
```

The matrix \(N - wG\) has zero determinant exactly when it annihilates some \(y \neq 0\), that is, when \(Ny = wGy\). The real roots are thus the real mode frequencies.

```lean
/-- The real roots of the secular polynomial are exactly the frequencies `w` at which
`N y = w G y` has a nonzero solution `y`. -/
theorem isRoot_iff_mode (N G : Matrix n n ℝ) (w : ℝ) :
    (secular N G).IsRoot w ↔ ∃ y : n → ℝ, y ≠ 0 ∧ N *ᵥ y = w • (G *ᵥ y) := by
  rw [Polynomial.IsRoot.def, eval_secular, ← Matrix.exists_mulVec_eq_zero_iff]
  simp only [Matrix.sub_mulVec, Matrix.smul_mulVec, sub_eq_zero]
```

## One basis for both matrices

Let \(A\) be real symmetric with orthonormal eigenvectors \(u_j\) and eigenvalues \(a_j\), and let \(U\) have the \(u_j\) as columns. Then \(AU = U\,\mathrm{diag}(a)\) and \(U^TU = 1\), so

\[ U^T A U = \mathrm{diag}(a). \]

Over the reals, `IsHermitian` means symmetric. The step `hAU` is the eigenvalue equation read column by column.

```lean
/-- A real symmetric matrix is brought to the diagonal matrix of its eigenvalues by an
orthogonal matrix. -/
theorem orthogonal_diagonalization {A : Matrix n n ℝ} (hA : A.IsHermitian) :
    ∃ U : Matrix n n ℝ, Uᵀ * U = 1 ∧ Uᵀ * A * U = diagonal hA.eigenvalues := by
  have hU : (hA.eigenvectorUnitary : Matrix n n ℝ)ᵀ * hA.eigenvectorUnitary = 1 := by
    have h := Matrix.mem_unitaryGroup_iff'.mp hA.eigenvectorUnitary.2
    rwa [Matrix.star_eq_conjTranspose, Matrix.conjTranspose_eq_transpose_of_trivial] at h
  -- the columns of the orthogonal matrix are eigenvectors
  have hAU : A * (hA.eigenvectorUnitary : Matrix n n ℝ)
      = hA.eigenvectorUnitary * diagonal hA.eigenvalues := by
    ext i j
    have h := congrFun (hA.mulVec_eigenvectorBasis j) i
    rw [Matrix.mul_diagonal, mul_comm]
    exact h
  refine ⟨hA.eigenvectorUnitary, hU, ?_⟩
  rw [Matrix.mul_assoc, hAU, ← Matrix.mul_assoc, hU, Matrix.one_mul]
```

Apply this to \(N\), whose eigenvalues \(\nu_i\) are positive. With \(s_i = \nu_i^{-1/2}\) and \(P = U\,\mathrm{diag}(s)\),

\[ P^T N P = \mathrm{diag}(s_i \nu_i s_i) = 1 . \]

The transformed metric \(P^TGP\) is still symmetric, so an orthogonal \(V\) gives \(V^T(P^TGP)V = \mathrm{diag}(d)\). This second rotation leaves the identity alone, because \(V^TV = 1\). For \(Q = PV\),

\[ Q^T N Q = 1, \qquad Q^T G Q = \mathrm{diag}(d). \]

In general \(Q\) is not orthogonal, and the \(d_i\) are not the eigenvalues of \(G\). In the statement, `PosDef` includes the symmetry of \(N\), and `IsSymm` is the symmetry of \(G\).

```lean
/-- For positive definite `N` and symmetric `G`, one change of basis turns `N` into the
identity and `G` into a diagonal matrix. -/
theorem simultaneous_diagonalization {N G : Matrix n n ℝ} (hN : N.PosDef) (hG : G.IsSymm) :
    ∃ (Q : Matrix n n ℝ) (d : n → ℝ), Qᵀ * N * Q = 1 ∧ Qᵀ * G * Q = diagonal d := by
  obtain ⟨U, _, hUN⟩ := orthogonal_diagonalization hN.isHermitian
  -- rescale each eigenvector of `N` to unit length in the `N` inner product
  obtain ⟨s, hs⟩ : ∃ s : n → ℝ, ∀ i, s i * hN.isHermitian.eigenvalues i * s i = 1 := by
    refine ⟨fun i => (Real.sqrt (hN.isHermitian.eigenvalues i))⁻¹, fun i => ?_⟩
    have hpos : 0 < hN.isHermitian.eigenvalues i := hN.eigenvalues_pos i
    have hne := (Real.sqrt_pos.mpr hpos).ne'
    have hsq := Real.mul_self_sqrt hpos.le
    change (Real.sqrt (hN.isHermitian.eigenvalues i))⁻¹ * hN.isHermitian.eigenvalues i *
      (Real.sqrt (hN.isHermitian.eigenvalues i))⁻¹ = 1
    generalize Real.sqrt (hN.isHermitian.eigenvalues i) = r at hne hsq ⊢
    rw [← hsq]
    field_simp
  obtain ⟨P, hP⟩ : ∃ P : Matrix n n ℝ, Pᵀ * N * P = 1 := by
    refine ⟨U * diagonal s, ?_⟩
    calc (U * diagonal s)ᵀ * N * (U * diagonal s)
        = diagonal s * (Uᵀ * N * U) * diagonal s := by
          rw [Matrix.transpose_mul, Matrix.diagonal_transpose]
          simp only [Matrix.mul_assoc]
      _ = 1 := by
          rw [hUN, Matrix.diagonal_mul_diagonal, Matrix.diagonal_mul_diagonal]
          simp only [hs, Matrix.diagonal_one]
  -- rotate to the eigenbasis of the transformed metric
  have hH : (Pᵀ * G * P).IsHermitian := by
    rw [Matrix.IsHermitian, Matrix.conjTranspose_eq_transpose_of_trivial,
      Matrix.transpose_mul, Matrix.transpose_mul, Matrix.transpose_transpose, hG.eq,
      Matrix.mul_assoc]
  obtain ⟨V, hV, hVG⟩ := orthogonal_diagonalization hH
  have hassoc : ∀ M : Matrix n n ℝ, (P * V)ᵀ * M * (P * V) = Vᵀ * (Pᵀ * M * P) * V := by
    intro M
    rw [Matrix.transpose_mul]
    simp only [Matrix.mul_assoc]
  refine ⟨P * V, hH.eigenvalues, ?_, ?_⟩
  · rw [hassoc, hP, Matrix.mul_one, hV]
  · rw [hassoc, hVG]
```

## Factorising the determinant

Taking determinants of \(Q^TNQ = 1\) gives \((\det Q)^2 \det N = 1\), so \(Q\) is invertible. An invertible change of basis preserves rank, hence \(\operatorname{rank} G\) is the number of nonzero \(d_i\). Moreover

\[ Q^T(N - wG)Q = \mathrm{diag}(1 - d_i w), \qquad (\det Q)^2\, p(w) = \prod_i (1 - d_i w). \]

Multiplying by \(\det N\) removes the factor \((\det Q)^2\):

\[ p(w) = \det N \prod_i (1 - d_i w). \]

Each nonzero \(d_i\) is therefore a reciprocal frequency. Lean proves the identity at every real \(w\), with `linear_combination` doing the last multiplication, and `Polynomial.funext` turns equality of values into equality of polynomials.

```lean
/-- For positive definite `N` and symmetric `G`, the secular polynomial is `det N` times a
product of real factors `1 - d i * w`, and the number of nonzero `d i` is the rank of `G`. -/
theorem secular_factorization {N G : Matrix n n ℝ} (hN : N.PosDef) (hG : G.IsSymm) :
    ∃ d : n → ℝ, G.rank = (Finset.univ.filter (fun i => d i ≠ 0)).card ∧
      secular N G = C N.det * ∏ i, (1 - C (d i) * X) := by
  obtain ⟨Q, d, hQN, hQG⟩ := simultaneous_diagonalization hN hG
  have h2 : Q.det * N.det * Q.det = 1 := by
    have h := congrArg Matrix.det hQN
    rwa [Matrix.det_mul, Matrix.det_mul, Matrix.det_transpose, Matrix.det_one] at h
  have hQ : IsUnit Q.det := by
    refine isUnit_iff_ne_zero.mpr fun h => ?_
    simp [h] at h2
  have hQt : IsUnit Qᵀ.det := by rwa [Matrix.det_transpose]
  refine ⟨d, ?_, ?_⟩
  · -- an invertible change of basis preserves the rank
    rw [← Matrix.rank_mul_eq_right_of_isUnit_det Qᵀ G hQt,
      ← Matrix.rank_mul_eq_left_of_isUnit_det Q (Qᵀ * G) hQ, hQG,
      Matrix.rank_diagonal, Fintype.card_subtype]
  · -- compare the two polynomials at every real frequency
    refine Polynomial.funext fun w => ?_
    have hD : Qᵀ * (N - w • G) * Q = diagonal (fun i => 1 - d i * w) := by
      rw [Matrix.mul_sub, Matrix.sub_mul, Matrix.mul_smul, Matrix.smul_mul, hQN, hQG]
      ext i j
      by_cases h : i = j
      · subst h
        simp [mul_comm]
      · simp [h]
    have h1 := congrArg Matrix.det hD
    rw [Matrix.det_mul, Matrix.det_mul, Matrix.det_transpose, Matrix.det_diagonal] at h1
    rw [eval_secular]
    simp only [Polynomial.eval_mul, Polynomial.eval_C, Polynomial.eval_prod,
      Polynomial.eval_sub, Polynomial.eval_one, Polynomial.eval_X]
    linear_combination N.det * h1 - (N - w • G).det * h2
```

## Degree, reality and the count

A factor with \(d_i \neq 0\) has degree one, and a factor with \(d_i = 0\) is the constant 1. Degrees of nonzero factors add, and \(\det N \neq 0\), so

\[ \deg p = \#\{i : d_i \neq 0\} = \operatorname{rank} G . \]

All factors are real and at most linear, so \(p\) splits over \(\mathbb{R}\) and has no non-real root. Finally \(p(0) = \det N > 0\), so zero is not a frequency. The three parts of the theorem are these three statements, with `natDegree` for the degree.

```lean
/-- For positive definite `N` and symmetric, possibly singular `G`, the polynomial
`det (N - w G)` has degree `rank G`, splits over the reals and has no zero root. -/
theorem secular_degree_splits {N G : Matrix n n ℝ} (hN : N.PosDef) (hG : G.IsSymm) :
    (secular N G).natDegree = G.rank ∧ (secular N G).Splits ∧ ¬ (secular N G).IsRoot 0 := by
  obtain ⟨d, hr, hf⟩ := secular_factorization hN hG
  have hlin : ∀ i, (1 - C (d i) * X : ℝ[X]).natDegree = if d i ≠ 0 then 1 else 0 := by
    intro i
    by_cases h : d i = 0
    · simp [h]
    · have e : (1 - C (d i) * X : ℝ[X]) = C (-d i) * X + C 1 := by
        rw [Polynomial.C_neg, Polynomial.C_1]
        ring
      rw [e, Polynomial.natDegree_linear (neg_ne_zero.mpr h), if_pos h]
  have hne : ∀ i ∈ Finset.univ, (1 - C (d i) * X : ℝ[X]) ≠ 0 := by
    intro i _ h
    have h0 := congrArg (Polynomial.eval 0) h
    simp at h0
  refine ⟨?_, ?_, ?_⟩
  · -- each nonzero `d i` contributes one to the degree
    rw [hf, Polynomial.natDegree_C_mul hN.det_pos.ne', Polynomial.natDegree_prod _ _ hne, hr,
      Finset.card_filter]
    exact Finset.sum_congr rfl fun i _ => hlin i
  · rw [hf]
    refine (Polynomial.Splits.C _).mul (Polynomial.Splits.prod fun i _ => ?_)
    refine Polynomial.Splits.of_natDegree_le_one ?_
    rw [hlin i]
    split_ifs <;> omega
  · rw [Polynomial.IsRoot.def, eval_secular, zero_smul, sub_zero]
    exact hN.det_pos.ne'
```

A polynomial that splits has as many roots, counted with multiplicity, as its degree. For a finite set of pairs with real symmetric, frequency-independent matrices and positive definite \(N\), an ensemble RPA calculation therefore has \(\operatorname{rank} G\) finite frequencies. In natural orbitals, pairs with equal occupations add none to this number, but through their coupling in \(N\) they can shift the others.

```lean
/-- For positive definite `N` and symmetric `G`, the number of real frequencies, counted with
multiplicity as roots of the secular polynomial, is the rank of `G`. -/
theorem card_frequencies {N G : Matrix n n ℝ} (hN : N.PosDef) (hG : G.IsSymm) :
    (secular N G).roots.card = G.rank := by
  obtain ⟨hdeg, hsplit, _⟩ := secular_degree_splits hN hG
  rw [← hdeg]
  exact Polynomial.splits_iff_card_roots.mp hsplit
```

## Null directions of the metric

Contract the mode equation with \(y \neq 0\):

\[ 0 < y^T N y = w\, y^T G y . \]

The metric norm \(y^TGy\) of a mode is thus nonzero and has the sign of its frequency. The vector \(y\) need not be normalised.

```lean
omit [DecidableEq n] in
/-- For positive definite `N`, a nonzero solution `y` of `N y = w G y` has a nonzero metric
norm `yᵀ G y` of the same sign as its frequency `w`. -/
theorem frequency_mul_norm_pos {N G : Matrix n n ℝ} (hN : N.PosDef) {y : n → ℝ} (hy : y ≠ 0)
    {w : ℝ} (h : N *ᵥ y = w • (G *ᵥ y)) : 0 < w * (y ⬝ᵥ G *ᵥ y) := by
  have hpos := hN.dotProduct_mulVec_pos hy
  rwa [star_trivial, h, dotProduct_smul, smul_eq_mul] at hpos
```

If \(Gy = 0\), the right-hand side vanishes for every \(w\), and the inequality would read \(0 < 0\). A nonzero null vector of the metric is therefore not a mode at any finite real frequency. A mode may still have a component along such a vector.

```lean
omit [DecidableEq n] in
/-- For positive definite `N`, a nonzero null vector of the metric `G` solves `N y = w G y`
at no finite real frequency `w`. -/
theorem null_direction_no_frequency {N G : Matrix n n ℝ} (hN : N.PosDef) {y : n → ℝ}
    (hy : y ≠ 0) (hGy : G *ᵥ y = 0) (w : ℝ) : N *ᵥ y ≠ w • (G *ᵥ y) := by
  intro h
  have hpos := frequency_mul_norm_pos hN hy h
  simp [hGy] at hpos
```

## An indefinite stability matrix

Take

\[ N = \begin{pmatrix} 1 & 0 \\ 0 & -1 \end{pmatrix}, \quad G = \begin{pmatrix} 0 & 1 \\ 1 & 0 \end{pmatrix}, \quad p(w) = \det\begin{pmatrix} 1 & -w \\ -w & -1 \end{pmatrix} = -1 - w^2 . \]

This is negative for every real \(w\), so there is no real frequency although \(G\) has rank two. Both matrices are symmetric and invertible, so invertibility of \(N\) is not enough for the count. Physically, the second variation has a direction of falling energy, and the roots \(\pm i\) signal an instability.

```lean
/-- For the indefinite matrix `N = diag(1, -1)` and the metric `G` with rows `(0, 1)` and
`(1, 0)`, the secular polynomial has no real root. -/
theorem indefinite_no_real_frequency (w : ℝ) :
    ¬ (secular !![1, 0; 0, -1] !![0, 1; 1, 0]).IsRoot w := by
  intro h
  rw [Polynomial.IsRoot.def, eval_secular, Matrix.det_fin_two] at h
  simp at h
  nlinarith [sq_nonneg w]

end

end EnsembleRPA
```

```lean
#print axioms EnsembleRPA.isRoot_iff_mode
#print axioms EnsembleRPA.card_frequencies
#print axioms EnsembleRPA.null_direction_no_frequency
#print axioms EnsembleRPA.indefinite_no_real_frequency
```

```
'EnsembleRPA.isRoot_iff_mode' depends on axioms: [propext, Classical.choice, Quot.sound]
'EnsembleRPA.card_frequencies' depends on axioms: [propext, Classical.choice, Quot.sound]
'EnsembleRPA.null_direction_no_frequency' depends on axioms: [propext, Classical.choice, Quot.sound]
'EnsembleRPA.indefinite_no_real_frequency' depends on axioms: [propext, Classical.choice, Quot.sound]
```
